# A maximum principle and uniqueness for the discrete Poisson equation on a uniform one-dimensional grid

Let \(u_0,\dots,u_N\) be real numbers, and write the second difference as

\[
(\Delta u)_j = u_{j+2}-2u_{j+1}+u_j ,\qquad j+2\le N .
\]

The index \(j\) labels the left end of the stencil, whose centre is the interior site \(j+1\). If \((\Delta u)_j\ge 0\) for every such \(j\), then

\[
u_j\le \max(u_0,u_N)\qquad\text{for all } 0\le j\le N .
\]

Consequently, the discrete Poisson equation with source \(f\), spacing \(h\) and boundary values \(a,b\),

\[
-(\Delta u)_j=h^2 f_{j+1}\quad (j+2\le N),\qquad u_0=a,\quad u_N=b,
\]

has at most one solution on the grid. For \(N>0\) it has exactly one.

## Radial potentials and residual tests

A spherical charge density \(\rho(r)\) gives a one-dimensional problem of this kind. In atomic units, the function \(U(r)=rV(r)\) built from the electrostatic potential \(V\), taken to vanish at infinity, satisfies \(-U''=4\pi r\rho\), with \(U(0)=0\) and \(U(R)\) equal to the total charge if none lies beyond \(R\). On a uniform radial grid with the three-point stencil, the discrete problem therefore determines \(U\) uniquely. If \(\rho\ge 0\), the maximum principle applied to \(-U\) also excludes negative values of \(U\) caused by the discretisation.

An iterative solver usually stops on the residual, while the user cares about the error. The stability bound derived below connects the two for this constant-coefficient problem.

## From neighbouring sites to the whole grid

**Neighbour bound.** Assume \(\Delta u\ge 0\) at all interior sites. For \(j+1\le N\),

\[
(j+1)u_j\le u_0+j\,u_{j+1}.
\]

For \(j=0\) this reads \(u_0\le u_0\). Suppose it holds for \(j\), and let \(j+2\le N\). Multiplying \((\Delta u)_j\ge0\) by \(j+1\) and using the bound for \(j\) gives

\[
2(j+1)u_{j+1}\le (j+1)u_{j+2}+(j+1)u_j\le (j+1)u_{j+2}+u_0+j\,u_{j+1}.
\]

Subtracting \(j\,u_{j+1}\) leaves \((j+2)u_{j+1}\le u_0+(j+1)u_{j+2}\), which is the bound for \(j+1\).

**Chord bound.** For \(j\le n\le N\),

\[
n\,u_j\le (n-j)u_0+j\,u_n .
\]

At \(n=j\) the two sides are equal. To pass from \(n>0\) to \(n+1\), multiply by \(n+1\) and insert the neighbour bound for \(u_n\):

\[
\begin{aligned}
n(n+1)u_j&\le (n+1)(n-j)u_0+j(n+1)u_n\\
&\le \bigl[(n+1)(n-j)+j\bigr]u_0+jn\,u_{n+1}\\
&=n(n+1-j)u_0+jn\,u_{n+1}.
\end{aligned}
\]

Division by \(n\) gives the claim for \(n+1\). If \(n=0\), then \(j=0\) and the claim for \(n+1=1\) is \(u_0\le u_0\).

**Maximum principle.** Put \(M=\max(u_0,u_N)\). The chord bound with \(n=N\) gives \(Nu_j\le(N-j)M+jM=NM\), hence \(u_j\le M\) when \(N>0\). For \(N=0\) there is only the site \(0\).

**Strong form.** Suppose the maximum over the grid is attained at an interior site \(j\). For \(k>j\), the chord bound on sites \(0,\dots,k\) gives

\[
k\,u_j\le(k-j)u_0+j\,u_k\le(k-j)u_j+j\,u_k,
\]

so \(u_j\le u_k\), because \(j>0\). For \(k<j\), the chord from \(k\) to \(N\) gives

\[
(N-k)u_j\le(N-j)u_k+(j-k)u_N\le(N-j)u_k+(j-k)u_j,
\]

and again \(u_j\le u_k\), because \(N-j>0\). Since \(u_j\) is the maximum, all values are equal.

**Comparison and uniqueness.** If \(\Delta u\ge\Delta v\) at all interior sites and \(u\le v\) at both ends, then \(w=u-v\) has \(\Delta w\ge0\) and nonpositive boundary values, so \(w\le0\) everywhere. Two solutions of the same Poisson problem have equal second differences and equal boundary values. Comparison in both directions makes them equal.

## A bound on the solution, and its existence

The parabola \(q_j=j(N-j)\) vanishes at both ends and has \((\Delta q)_j=-2\). If \(\Delta u\ge-c\), then \(u-\tfrac c2 q\) has a nonnegative second difference and the same boundary values as \(u\). The maximum principle yields

\[
u_j\le\max(u_0,u_N)+\frac c2\,j(N-j).
\]

For a Poisson solution with \(|f_{j+1}|\le F\) at the interior sites, take \(c=h^2F\) and apply this to both \(u\) and \(-u\):

\[
|u_j|\le\max(|a|,|b|)+\frac{h^2F}{2}\,j(N-j).
\]

With \(F\ge0\) and grid length \(\ell=Nh\), the last term is at most \(F\ell^2/8\), which does not grow as the grid is refined at fixed length. For an approximate solution with the correct boundary values, let the error be the exact solution of the discrete problem minus the approximate one. It solves the same equation with zero boundary values and the residual as its source. A residual of magnitude at most \(F\) at every interior site, measured in the units of \(f\), therefore means an error of at most \(F\ell^2/8\) at every site.

For existence, march from the left with \(s_0=s_1=0\) and \(s_{j+2}=2s_{j+1}-s_j-h^2f_{j+1}\). Then

\[
u_j=a+\frac{j}{N}(b-a-s_N)+s_j
\]

has the required boundary values for \(N>0\). The linear part has zero second difference, so the interior equation is unaffected.

## One interior site

For \(N=2\) the only condition is \(u_2-2u_1+u_0\ge0\), so \(u_1\) is at most the mean of its neighbours and hence at most the larger of them. The Poisson problem becomes the single equation \(2u_1=a+b+h^2f_1\). If \(a=b\ge0\) and \(f_1=F\ge0\), its solution is \(u_1=a+h^2F/2\), which attains the stability bound.

## The Lean file

```lean
import Mathlib

namespace DiscreteMaximumPrinciple

noncomputable section

/-- The discrete Laplacian (second difference) of a grid function, centred at site `j + 1`. -/
def lap (u : ℕ → ℝ) (j : ℕ) : ℝ := u (j + 2) - 2 * u (j + 1) + u j

/-- The grid function `u` solves the discrete Poisson equation on sites `0, ..., N` with
spacing `h`, source `f` and boundary values `a` and `b`. -/
structure IsPoissonSolution (h : ℝ) (N : ℕ) (f : ℕ → ℝ) (a b : ℝ) (u : ℕ → ℝ) : Prop where
  left : u 0 = a
  right : u N = b
  interior : ∀ j, j + 2 ≤ N → -lap u j = h ^ 2 * f (j + 1)

/-- If the discrete Laplacian is nonnegative, each value is bounded by a weighted mean of
the left boundary value and the value at the next site. -/
theorem neighbour_bound {u : ℕ → ℝ} {N : ℕ} (hu : ∀ j, j + 2 ≤ N → 0 ≤ lap u j) (j : ℕ)
    (hj : j + 1 ≤ N) : ((j : ℝ) + 1) * u j ≤ u 0 + j * u (j + 1) := by
  induction j with
  | zero => simp
  | succ j ih =>
    have h1 := ih (by omega)
    have h2 := mul_nonneg (by positivity : (0 : ℝ) ≤ (j : ℝ) + 1) (hu j (by omega))
    unfold lap at h2
    show (((j + 1 : ℕ) : ℝ) + 1) * u (j + 1) ≤ u 0 + ((j + 1 : ℕ) : ℝ) * u (j + 2)
    push_cast
    nlinarith [h1, h2]

/-- A grid function with nonnegative discrete Laplacian lies on or below the chord joining
its boundary values. -/
theorem chord_bound {u : ℕ → ℝ} {N j : ℕ} (hu : ∀ j, j + 2 ≤ N → 0 ≤ lap u j)
    (hj : j ≤ N) : (N : ℝ) * u j ≤ ((N : ℝ) - j) * u 0 + j * u N := by
  -- move the right end of the chord outwards one site at a time
  have key : ∀ n : ℕ, j ≤ n → n ≤ N →
      (n : ℝ) * u j ≤ ((n : ℝ) - j) * u 0 + j * u n := by
    intro n
    induction n with
    | zero =>
      intro h _
      obtain rfl : j = 0 := by omega
      simp
    | succ n ih =>
      intro h1 h2
      rcases Nat.lt_or_ge n j with h | h
      · obtain rfl : j = n + 1 := by omega
        apply le_of_eq
        ring
      · rcases Nat.eq_zero_or_pos n with h0 | h0
        · subst h0
          obtain rfl : j = 0 := by omega
          simp
        · have hn : (0 : ℝ) < n := by exact_mod_cast h0
          have a := mul_le_mul_of_nonneg_left (ih h (by omega))
            (by positivity : (0 : ℝ) ≤ (n : ℝ) + 1)
          have b := mul_le_mul_of_nonneg_left (neighbour_bound hu n h2)
            (Nat.cast_nonneg j : (0 : ℝ) ≤ j)
          push_cast
          refine le_of_mul_le_mul_left ?_ hn
          nlinarith [a, b]
  exact key N hj le_rfl

/-- Discrete maximum principle: if the discrete Laplacian is nonnegative at every interior
site, no value exceeds the larger of the two boundary values. -/
theorem maximum_principle {u : ℕ → ℝ} {N j : ℕ} (hu : ∀ j, j + 2 ≤ N → 0 ≤ lap u j)
    (hj : j ≤ N) : u j ≤ max (u 0) (u N) := by
  rcases Nat.eq_zero_or_pos N with h | h
  · obtain rfl : j = 0 := by omega
    exact le_max_left _ _
  · have hN : (0 : ℝ) < N := by exact_mod_cast h
    have h1 : (j : ℝ) ≤ N := by exact_mod_cast hj
    have a := mul_le_mul_of_nonneg_left (le_max_left (u 0) (u N)) (sub_nonneg.2 h1)
    have b := mul_le_mul_of_nonneg_left (le_max_right (u 0) (u N))
      (Nat.cast_nonneg j : (0 : ℝ) ≤ j)
    refine le_of_mul_le_mul_left ?_ hN
    nlinarith [a, b, chord_bound hu hj]

/-- Strong maximum principle: if the discrete Laplacian is nonnegative and the maximum is
attained at an interior site, the grid function is constant. -/
theorem strong_maximum_principle {u : ℕ → ℝ} {N j : ℕ}
    (hu : ∀ j, j + 2 ≤ N → 0 ≤ lap u j) (h0 : 0 < j) (hN : j < N)
    (hmax : ∀ k ≤ N, u k ≤ u j) : ∀ k ≤ N, u k = u j := by
  intro k hk
  refine le_antisymm (hmax k hk) ?_
  rcases lt_trichotomy k j with h | h | h
  · -- site j lies between k and the right boundary
    obtain ⟨p, rfl⟩ := Nat.exists_eq_add_of_le h.le
    obtain ⟨q, rfl⟩ := Nat.exists_eq_add_of_le hN.le
    have c := chord_bound (u := fun i => u (k + i)) (N := p + q) (j := p)
      (fun i hi => hu (k + i) (by omega)) (by omega)
    simp only [Nat.add_zero, ← Nat.add_assoc] at c
    push_cast at c
    have hq : (0 : ℝ) < q := by exact_mod_cast (by omega : 0 < q)
    have m := mul_le_mul_of_nonneg_left (hmax (k + p + q) le_rfl)
      (Nat.cast_nonneg p : (0 : ℝ) ≤ p)
    refine le_of_mul_le_mul_left ?_ hq
    nlinarith [c, m]
  · rw [h]
  · -- site j lies between the left boundary and k
    have c := chord_bound (N := k) (fun i hi => hu i (by omega)) h.le
    have hj : (0 : ℝ) < j := by exact_mod_cast h0
    have hkj : (j : ℝ) ≤ k := by exact_mod_cast h.le
    have m := mul_le_mul_of_nonneg_left (hmax 0 (Nat.zero_le N)) (sub_nonneg.2 hkj)
    refine le_of_mul_le_mul_left ?_ hj
    nlinarith [c, m]

/-- Comparison principle: if `u` has the larger discrete Laplacian and does not exceed `v`
at the boundary, it does not exceed `v` anywhere on the grid. -/
theorem comparison {u v : ℕ → ℝ} {N j : ℕ} (h : ∀ j, j + 2 ≤ N → lap v j ≤ lap u j)
    (h0 : u 0 ≤ v 0) (hN : u N ≤ v N) (hj : j ≤ N) : u j ≤ v j := by
  have c : u j - v j ≤ max (u 0 - v 0) (u N - v N) :=
    maximum_principle (u := fun i => u i - v i) (fun i hi => by
      have := h i hi
      simp only [lap] at this ⊢
      linarith) hj
  have m : max (u 0 - v 0) (u N - v N) ≤ 0 := max_le (by linarith) (by linarith)
  linarith

/-- Two solutions of the discrete Poisson equation with the same source and boundary values
agree at every site of the grid. -/
theorem poisson_unique {h a b : ℝ} {N : ℕ} {f u v : ℕ → ℝ}
    (hu : IsPoissonSolution h N f a b u) (hv : IsPoissonSolution h N f a b v) :
    ∀ j ≤ N, u j = v j := by
  intro j hj
  have e : ∀ i, i + 2 ≤ N → lap u i = lap v i := fun i hi => by
    linarith [hu.interior i hi, hv.interior i hi]
  have e0 : u 0 = v 0 := hu.left.trans hv.left.symm
  have eN : u N = v N := hu.right.trans hv.right.symm
  exact le_antisymm (comparison (fun i hi => (e i hi).ge) e0.le eN.le hj)
    (comparison (fun i hi => (e i hi).le) e0.ge eN.ge hj)

/-- If the discrete Laplacian is at least `-c`, the grid function exceeds its larger boundary
value by at most the parabola `c j (N - j) / 2`. -/
theorem parabola_bound {u : ℕ → ℝ} {N j : ℕ} {c : ℝ}
    (hu : ∀ j, j + 2 ≤ N → -c ≤ lap u j) (hj : j ≤ N) :
    u j ≤ max (u 0) (u N) + c / 2 * ((j : ℝ) * ((N : ℝ) - j)) := by
  -- the parabola has constant second difference
  have m := maximum_principle (u := fun i => u i - c / 2 * ((i : ℝ) * ((N : ℝ) - i)))
    (N := N) (fun i hi => by
      have := hu i hi
      simp only [lap] at this ⊢
      push_cast
      nlinarith [this]) hj
  simp only [Nat.cast_zero, zero_mul, mul_zero, sub_self, sub_zero] at m
  linarith

/-- A solution of the discrete Poisson equation is bounded by its boundary values plus a
parabola proportional to a bound `F` on the source. -/
theorem poisson_stability {h a b F : ℝ} {N j : ℕ} {f u : ℕ → ℝ}
    (hu : IsPoissonSolution h N f a b u) (hF : ∀ j, j + 2 ≤ N → |f (j + 1)| ≤ F)
    (hj : j ≤ N) :
    |u j| ≤ max |a| |b| + h ^ 2 * F / 2 * ((j : ℝ) * ((N : ℝ) - j)) := by
  rw [← hu.left, ← hu.right]
  have p := parabola_bound (u := u) (c := h ^ 2 * F) (fun i hi => by
    have s := mul_le_mul_of_nonneg_left (abs_le.1 (hF i hi)).2 (sq_nonneg h)
    linarith [hu.interior i hi]) hj
  have n : -u j ≤ max (-u 0) (-u N) + h ^ 2 * F / 2 * ((j : ℝ) * ((N : ℝ) - j)) :=
    parabola_bound (u := fun i => -u i) (c := h ^ 2 * F) (fun i hi => by
      have s := mul_le_mul_of_nonneg_left (abs_le.1 (hF i hi)).1 (sq_nonneg h)
      have e := hu.interior i hi
      simp only [lap] at e ⊢
      linarith) hj
  have mp := max_le_max (le_abs_self (u 0)) (le_abs_self (u N))
  have mn := max_le_max (neg_le_abs (u 0)) (neg_le_abs (u N))
  exact abs_le.2 ⟨by linarith, by linarith⟩

/-- The grid function obtained by marching the discrete Poisson equation to the right from
two zero starting values. -/
def shoot (h : ℝ) (f : ℕ → ℝ) : ℕ → ℝ
  | 0 => 0
  | 1 => 0
  | (j + 2) => 2 * shoot h f (j + 1) - shoot h f j - h ^ 2 * f (j + 1)

/-- On a grid with distinct end sites the discrete Poisson equation has a solution for every
source and all boundary values. -/
theorem poisson_exists (h a b : ℝ) {N : ℕ} (hN : 0 < N) (f : ℕ → ℝ) :
    ∃ u, IsPoissonSolution h N f a b u := by
  have hN' : (N : ℝ) ≠ 0 := by exact_mod_cast hN.ne'
  -- a linear function corrects the value at the right end
  refine ⟨fun j => a + (j : ℝ) * ((b - a - shoot h f N) / N) + shoot h f j, ?_, ?_, ?_⟩
  · simp [shoot]
  · have e : (N : ℝ) * ((b - a - shoot h f N) / N) = b - a - shoot h f N := by
      field_simp
    show a + (N : ℝ) * ((b - a - shoot h f N) / N) + shoot h f N = b
    rw [e]
    ring
  · intro j _
    simp only [lap, shoot]
    push_cast
    ring

end

end DiscreteMaximumPrinciple
```

```lean
#print axioms DiscreteMaximumPrinciple.strong_maximum_principle
#print axioms DiscreteMaximumPrinciple.poisson_unique
#print axioms DiscreteMaximumPrinciple.poisson_stability
#print axioms DiscreteMaximumPrinciple.poisson_exists
```

```
'DiscreteMaximumPrinciple.strong_maximum_principle' depends on axioms: [propext, Classical.choice, Quot.sound]
'DiscreteMaximumPrinciple.poisson_unique' depends on axioms: [propext, Classical.choice, Quot.sound]
'DiscreteMaximumPrinciple.poisson_stability' depends on axioms: [propext, Classical.choice, Quot.sound]
'DiscreteMaximumPrinciple.poisson_exists' depends on axioms: [propext, Classical.choice, Quot.sound]
```

## How the Lean statements describe the grid

A grid function is a sequence `u : ℕ → ℝ`, of which only the entries from `0` to `N` matter. The definition `lap u j` is \((\Delta u)_j\), without division by \(h^2\), and the condition `j + 2 ≤ N` keeps the whole stencil on the grid. In `maximum_principle`, the hypothesis `hu` states that the second difference is nonnegative at every interior site, and `hj` places the site in question on the grid.

The structure `IsPoissonSolution h N f a b u` collects the two boundary conditions and the interior equation. Its sign convention is \(-u''=f\), so in SI electrostatics with constant permittivity \(\varepsilon\) the source is \(\rho/\varepsilon\). Only source values at interior sites enter. The spacing `h` may be any real number; for \(h\ne0\) the equation is equivalent to the usual stencil divided by \(h^2\).

The conclusion of `poisson_unique` is equality for `j ≤ N`, not equality of the infinite sequences, whose entries beyond the grid are arbitrary. It needs no condition on `N`. Existence in `poisson_exists` does assume `0 < N`, since for \(N=0\) both boundary conditions fall on the same site and conflict when \(a\ne b\). The number `F` in `poisson_stability` is an assumed bound on the source strength, which the user has to supply.

The theorems concern exact real arithmetic, uniform spacing, constant coefficients and prescribed values at both ends. They say nothing about rounding error, convergence to the differential equation, or grids in two and three dimensions. The boundary conditions matter: with periodic or pure zero-slope conditions, adding a constant to a solution gives another one, and uniqueness fails.

## How the proof follows the derivation

`neighbour_bound` is the first induction. Its term `h2` is the second-difference inequality multiplied by \(j+1\), and `nlinarith` combines it with the induction hypothesis `h1`.

`chord_bound` proves the auxiliary statement `key` by induction on the right end `n`. Lean's induction starts at `0`, not at \(j\), so the step has an additional case \(n<j\), where \(j=n+1\) and the two sides are equal. In the main case, `a` and `b` are the two multiplied inequalities from the derivation, and `le_of_mul_le_mul_left` cancels the positive factor \(n\).

`maximum_principle` replaces both boundary values in the chord bound by their maximum and cancels \(N\). `strong_maximum_principle` splits on the order of \(k\) and \(j\). For \(k<j\) it writes \(j=k+p\) and \(N=k+p+q\), then applies the chord bound to the shifted function `fun i => u (k + i)`. For \(k>j\) it uses the chord bound with right end \(k\).

`comparison` applies the maximum principle to the difference of the two functions, and `poisson_unique` joins two comparisons with `le_antisymm`. `parabola_bound` applies the maximum principle after subtracting the parabola, and `poisson_stability` uses that result for \(u\) and \(-u\), then combines the two one-sided bounds through `abs_le`.

The recursive definition `shoot` is the sequence \(s_j\). In `poisson_exists` the three remaining goals are the left boundary value, the right boundary value and the interior equation. The second uses \(N\ne0\) to cancel the division in the slope, and the third follows by expanding the recursion and simplifying with `ring`.
